# For an orthonormal trial basis, every Ritz value of a real symmetric matrix lies within the residual norm of an eigenvalue

Take two sites of zero energy coupled by a hopping amplitude \(r\ge 0\), and keep only the first site as trial space: the Ritz value is \(0\), the residual of the normalised trial vector has length \(r\), and every exact eigenvalue lies at distance exactly \(r\) from \(0\). For any finite real symmetric matrix and any orthonormal set of trial vectors, the residual likewise bounds the distance from a Ritz value to the nearest eigenvalue.

In Lean 4 with Mathlib:

```lean
import Mathlib

open Matrix

namespace RitzValueEnclosure

noncomputable section

variable {n k : Type*} [Fintype n] [DecidableEq n] [Fintype k] [DecidableEq k]

/-- The Euclidean length of a real vector. -/
def len {m : Type*} [Fintype m] (v : m → ℝ) : ℝ := √(v ⬝ᵥ v)

/-- The number `μ` is an eigenvalue of `A`: some nonzero vector is scaled by `μ`. -/
def IsEigenvalue {m : Type*} [Fintype m] (A : Matrix m m ℝ) (μ : ℝ) : Prop :=
  ∃ x : m → ℝ, x ≠ 0 ∧ A *ᵥ x = μ • x

/-- The Ritz matrix `QᵀAQ`. When the columns of `Q` are orthonormal, it represents the operator `A`
projected on the trial space. -/
def ritzMatrix (A : Matrix n n ℝ) (Q : Matrix n k ℝ) : Matrix k k ℝ := Qᵀ * A * Q

/-- The block residual `AQ - QM`, with `M` the Ritz matrix. -/
def residual (A : Matrix n n ℝ) (Q : Matrix n k ℝ) : Matrix n k ℝ :=
  A * Q - Q * ritzMatrix A Q

omit [DecidableEq n] [DecidableEq k] in
lemma len_sq {m : Type*} [Fintype m] (v : m → ℝ) : len v ^ 2 = v ⬝ᵥ v :=
  Real.sq_sqrt (Finset.sum_nonneg fun i _ => mul_self_nonneg (v i))

/-- For symmetric `A`, the squared length of `u`, its overlap with `Au - θu`, and the squared
length of `Au - θu` are sums over eigenvalues of `A` with common weights. -/
theorem spectral_sums {A : Matrix n n ℝ} (hA : Aᵀ = A) (θ : ℝ) (u : n → ℝ) :
    ∃ ev c : n → ℝ, (∀ i, IsEigenvalue A (ev i)) ∧
      u ⬝ᵥ u = ∑ i, c i ^ 2 ∧
      u ⬝ᵥ (A *ᵥ u - θ • u) = ∑ i, (ev i - θ) * c i ^ 2 ∧
      (A *ᵥ u - θ • u) ⬝ᵥ (A *ᵥ u - θ • u) = ∑ i, (ev i - θ) ^ 2 * c i ^ 2 := by
  have hH : A.IsHermitian := by
    rw [Matrix.IsHermitian, Matrix.conjTranspose_eq_transpose_of_trivial]
    exact hA
  let e : n → n → ℝ := fun i => (hH.eigenvectorBasis i).ofLp
  have he : ∀ i, A *ᵥ e i = hH.eigenvalues i • e i := fun i => hH.mulVec_eigenvectorBasis i
  -- Parseval's identity in the eigenbasis
  have hP : ∀ v w : n → ℝ, v ⬝ᵥ w = ∑ i, (e i ⬝ᵥ v) * (e i ⬝ᵥ w) := by
    intro v w
    have h := hH.eigenvectorBasis.sum_inner_mul_inner (WithLp.toLp 2 v) (WithLp.toLp 2 w)
    simp only [EuclideanSpace.inner_eq_star_dotProduct, star_trivial] at h
    rw [dotProduct_comm v w]
    exact h.symm.trans (Finset.sum_congr rfl fun i _ =>
      congrArg₂ (· * ·) rfl (dotProduct_comm _ _))
  -- the shifted operator acts on each coefficient by a number
  have hc : ∀ i, e i ⬝ᵥ (A *ᵥ u - θ • u) = (hH.eigenvalues i - θ) * (e i ⬝ᵥ u) := by
    intro i
    rw [dotProduct_sub, Matrix.dotProduct_mulVec, ← Matrix.mulVec_transpose, hA, he,
      smul_dotProduct, dotProduct_smul, smul_eq_mul, smul_eq_mul]
    ring
  refine ⟨hH.eigenvalues, fun i => e i ⬝ᵥ u, fun i => ⟨e i, ?_, he i⟩, ?_, ?_, ?_⟩
  · intro h
    apply hH.eigenvectorBasis.orthonormal.ne_zero i
    ext j
    exact congrFun h j
  · rw [hP]
    exact Finset.sum_congr rfl fun i _ => by ring
  · rw [hP]
    exact Finset.sum_congr rfl fun i _ => by rw [hc]; ring
  · rw [hP]
    exact Finset.sum_congr rfl fun i _ => by rw [hc]; ring

omit [DecidableEq n] in
/-- For orthonormal trial vectors, the block residual is orthogonal to the trial space. -/
theorem galerkin {A : Matrix n n ℝ} {Q : Matrix n k ℝ} (hQ : Qᵀ * Q = 1) :
    Qᵀ * residual A Q = 0 := by
  rw [residual, Matrix.mul_sub, ← Matrix.mul_assoc, ← Matrix.mul_assoc, hQ, Matrix.one_mul,
    ritzMatrix, sub_self]

omit [DecidableEq n] [DecidableEq k] in
/-- On an eigenvector `y` of the Ritz matrix, the block residual gives the eigenvalue residual
of the Ritz vector `Qy`. -/
theorem residual_mulVec {A : Matrix n n ℝ} {Q : Matrix n k ℝ} {θ : ℝ} {y : k → ℝ}
    (h : ritzMatrix A Q *ᵥ y = θ • y) :
    residual A Q *ᵥ y = A *ᵥ (Q *ᵥ y) - θ • (Q *ᵥ y) := by
  rw [residual, Matrix.sub_mulVec, ← Matrix.mulVec_mulVec, ← Matrix.mulVec_mulVec, h,
    Matrix.mulVec_smul]

omit [DecidableEq n] in
lemma isometry {Q : Matrix n k ℝ} (hQ : Qᵀ * Q = 1) (y : k → ℝ) :
    (Q *ᵥ y) ⬝ᵥ (Q *ᵥ y) = y ⬝ᵥ y := by
  rw [Matrix.dotProduct_mulVec, ← Matrix.mulVec_transpose, Matrix.mulVec_mulVec, hQ,
    Matrix.one_mulVec]

lemma len_pos {m : Type*} [Fintype m] {y : m → ℝ} (hy : y ≠ 0) : 0 < len y := by
  refine lt_of_le_of_ne (Real.sqrt_nonneg _) fun h => hy ?_
  have h2 := len_sq y
  rw [← h] at h2
  exact dotProduct_self_eq_zero.mp (by linarith)

/-- Let `A` be symmetric and the trial vectors orthonormal. For a single Ritz pair `(θ, y)`, some
eigenvalue of `A` differs from `θ` by at most the residual length divided by the length of `y`. -/
theorem ritz_pair_bound {A : Matrix n n ℝ} {Q : Matrix n k ℝ} (hA : Aᵀ = A)
    (hQ : Qᵀ * Q = 1) {θ : ℝ} {y : k → ℝ} (hy : y ≠ 0) (h : ritzMatrix A Q *ᵥ y = θ • y) :
    ∃ μ, IsEigenvalue A μ ∧ |μ - θ| * len y ≤ len (residual A Q *ᵥ y) := by
  obtain ⟨ev, c, hev, h0, -, h2⟩ := spectral_sums hA θ (Q *ᵥ y)
  rw [isometry hQ, ← len_sq] at h0
  rw [← residual_mulVec h, ← len_sq] at h2
  have hpos := len_pos hy
  rcases isEmpty_or_nonempty n with hn | hn
  · rw [Finset.univ_eq_empty, Finset.sum_empty] at h0
    nlinarith
  -- choose the eigenvalue nearest to the Ritz value
  obtain ⟨i, hi⟩ := Finite.exists_min fun i => (ev i - θ) ^ 2
  refine ⟨ev i, hev i, ?_⟩
  have hsq : (|ev i - θ| * len y) ^ 2 ≤ len (residual A Q *ᵥ y) ^ 2 := by
    rw [mul_pow, sq_abs, h0, h2, Finset.mul_sum]
    exact Finset.sum_le_sum fun j _ => mul_le_mul_of_nonneg_right (hi j) (sq_nonneg _)
  exact (le_abs_self _).trans (abs_le_of_sq_le_sq hsq (Real.sqrt_nonneg _))

/-- Let `A` be symmetric and the trial vectors orthonormal. If the block residual lengthens no
vector by more than a factor `r`, every Ritz value lies within `r` of an eigenvalue of `A`. -/
theorem ritz_value_enclosure {A : Matrix n n ℝ} {Q : Matrix n k ℝ} (hA : Aᵀ = A)
    (hQ : Qᵀ * Q = 1) {r : ℝ} (hr : ∀ y, len (residual A Q *ᵥ y) ≤ r * len y)
    {θ : ℝ} (hθ : IsEigenvalue (ritzMatrix A Q) θ) :
    ∃ μ, IsEigenvalue A μ ∧ |μ - θ| ≤ r := by
  obtain ⟨y, hy, h⟩ := hθ
  obtain ⟨μ, hμ, hb⟩ := ritz_pair_bound hA hQ hy h
  exact ⟨μ, hμ, le_of_mul_le_mul_right (hb.trans (hr y)) (len_pos hy)⟩

/-- Let `A` be symmetric and the trial vectors orthonormal. Every Ritz value lies within the
Frobenius norm of the block residual of an eigenvalue of `A`. -/
theorem frobenius_enclosure {A : Matrix n n ℝ} {Q : Matrix n k ℝ} (hA : Aᵀ = A)
    (hQ : Qᵀ * Q = 1) {θ : ℝ} (hθ : IsEigenvalue (ritzMatrix A Q) θ) :
    ∃ μ, IsEigenvalue A μ ∧ |μ - θ| ≤ √(∑ i, ∑ j, residual A Q i j ^ 2) := by
  refine ritz_value_enclosure hA hQ (fun y => ?_) hθ
  have hF : 0 ≤ ∑ i, ∑ j, residual A Q i j ^ 2 :=
    Finset.sum_nonneg fun i _ => Finset.sum_nonneg fun j _ => sq_nonneg (residual A Q i j)
  have hy : y ⬝ᵥ y = ∑ j, y j ^ 2 := Finset.sum_congr rfl fun j _ => (pow_two (y j)).symm
  -- Cauchy-Schwarz in each row
  have hrow : ∀ i, (residual A Q *ᵥ y) i ^ 2 ≤ (∑ j, residual A Q i j ^ 2) * (y ⬝ᵥ y) := by
    intro i
    have hcs := Finset.sum_mul_sq_le_sq_mul_sq Finset.univ (fun j => residual A Q i j) y
    exact hcs.trans_eq (congrArg (fun t => (∑ j, residual A Q i j ^ 2) * t) hy.symm)
  have hkey : (residual A Q *ᵥ y) ⬝ᵥ (residual A Q *ᵥ y) ≤
      (∑ i, ∑ j, residual A Q i j ^ 2) * (y ⬝ᵥ y) :=
    calc (residual A Q *ᵥ y) ⬝ᵥ (residual A Q *ᵥ y)
        = ∑ i, (residual A Q *ᵥ y) i ^ 2 :=
          Finset.sum_congr rfl fun i _ => (pow_two ((residual A Q *ᵥ y) i)).symm
      _ ≤ ∑ i, (∑ j, residual A Q i j ^ 2) * (y ⬝ᵥ y) :=
          Finset.sum_le_sum fun i _ => hrow i
      _ = (∑ i, ∑ j, residual A Q i j ^ 2) * (y ⬝ᵥ y) := (Finset.sum_mul _ _ _).symm
  exact (Real.sqrt_le_sqrt hkey).trans_eq (Real.sqrt_mul hF _)

/-- Let `A` be symmetric and the trial vectors orthonormal. If `A` has no eigenvalue strictly
between `a` and `b`, every Ritz value `θ` satisfies `(θ - a)(b - θ) ≤ r²`, with `r` a bound on the
block residual. -/
theorem spectral_gap_bound {A : Matrix n n ℝ} {Q : Matrix n k ℝ} (hA : Aᵀ = A)
    (hQ : Qᵀ * Q = 1) {r : ℝ} (hr : ∀ y, len (residual A Q *ᵥ y) ≤ r * len y)
    {θ a b : ℝ} (hθ : IsEigenvalue (ritzMatrix A Q) θ) (hab : a ≤ b)
    (hgap : ∀ μ, IsEigenvalue A μ → μ ≤ a ∨ b ≤ μ) :
    (θ - a) * (b - θ) ≤ r ^ 2 := by
  obtain ⟨y, hy, h⟩ := hθ
  obtain ⟨ev, c, hev, h0, h1, h2⟩ := spectral_sums hA θ (Q *ᵥ y)
  rw [isometry hQ, ← len_sq] at h0
  rw [← residual_mulVec h, ← len_sq] at h2
  -- the first-order term vanishes by orthogonality of the residual
  rw [← residual_mulVec h, dotProduct_comm, Matrix.dotProduct_mulVec, ← Matrix.mulVec_transpose,
    Matrix.mulVec_mulVec, galerkin hQ, Matrix.zero_mulVec, zero_dotProduct] at h1
  have hs : 0 ≤ ∑ i, (ev i - a) * (ev i - b) * c i ^ 2 := by
    refine Finset.sum_nonneg fun i _ => mul_nonneg ?_ (sq_nonneg _)
    rcases hgap _ (hev i) with hi | hi
    · exact mul_nonneg_of_nonpos_of_nonpos (by linarith) (by linarith)
    · exact mul_nonneg (by linarith) (by linarith)
  have hexp : ∑ i, (ev i - a) * (ev i - b) * c i ^ 2 =
      ∑ i, (ev i - θ) ^ 2 * c i ^ 2 + (2 * θ - a - b) * ∑ i, (ev i - θ) * c i ^ 2 +
        (θ - a) * (θ - b) * ∑ i, c i ^ 2 := by
    rw [Finset.mul_sum, Finset.mul_sum, ← Finset.sum_add_distrib, ← Finset.sum_add_distrib]
    exact Finset.sum_congr rfl fun i _ => by ring
  rw [hexp, ← h0, ← h1, ← h2] at hs
  have hR := pow_le_pow_left₀ (Real.sqrt_nonneg _) (hr y) 2
  change len (residual A Q *ᵥ y) ^ 2 ≤ (r * len y) ^ 2 at hR
  rw [mul_pow] at hR
  exact le_of_mul_le_mul_right (by linarith) (pow_pos (len_pos hy) 2)

/-- Two sites coupled by a hopping amplitude `r`. -/
def twoSite (r : ℝ) : Matrix (Fin 2) (Fin 2) ℝ := !![0, r; r, 0]

/-- The trial space spanned by the first site. -/
def firstSite : Matrix (Fin 2) (Fin 1) ℝ := !![1; 0]

/-- For two sites coupled by `r ≥ 0` and the first site as trial space, `0` is a Ritz value, the
residual scales lengths by exactly `r`, and every eigenvalue is at distance exactly `r` from `0`. -/
theorem enclosure_sharp {r : ℝ} (hr : 0 ≤ r) :
    (twoSite r)ᵀ = twoSite r ∧ firstSiteᵀ * firstSite = 1 ∧
      IsEigenvalue (ritzMatrix (twoSite r) firstSite) 0 ∧
      (∀ y, len (residual (twoSite r) firstSite *ᵥ y) = r * len y) ∧
      ∀ μ, IsEigenvalue (twoSite r) μ → |μ - 0| = r := by
  have hM : ritzMatrix (twoSite r) firstSite = 0 := by
    ext i j
    fin_cases i; fin_cases j
    simp [ritzMatrix, twoSite, firstSite, Matrix.mul_apply, Fin.sum_univ_succ]
  have hR : residual (twoSite r) firstSite = !![0; r] := by
    rw [residual, hM, Matrix.mul_zero, sub_zero]
    ext i j
    fin_cases i <;> fin_cases j <;>
      simp [twoSite, firstSite, Matrix.mul_apply, Fin.sum_univ_succ]
  refine ⟨?_, ?_, ⟨fun _ => 1, ?_, ?_⟩, fun y => ?_, ?_⟩
  · ext i j
    fin_cases i <;> fin_cases j <;> simp [twoSite]
  · ext i j
    fin_cases i; fin_cases j
    simp [firstSite, Matrix.mul_apply, Fin.sum_univ_succ]
  · intro h
    exact one_ne_zero (congrFun h 0)
  · rw [hM, Matrix.zero_mulVec, zero_smul]
  · have hy : (residual (twoSite r) firstSite *ᵥ y) ⬝ᵥ (residual (twoSite r) firstSite *ᵥ y)
        = r ^ 2 * (y ⬝ᵥ y) := by
      rw [hR]
      simp [dotProduct, Matrix.mulVec, Fin.sum_univ_succ]
      ring
    unfold len
    rw [hy, Real.sqrt_mul (sq_nonneg r), Real.sqrt_sq hr]
  · rintro μ ⟨x, hx, h⟩
    have e0 : r * x 1 = μ * x 0 := by
      simpa [twoSite, Matrix.mulVec, dotProduct, Fin.sum_univ_succ] using congrFun h 0
    have e1 : r * x 0 = μ * x 1 := by
      simpa [twoSite, Matrix.mulVec, dotProduct, Fin.sum_univ_succ] using congrFun h 1
    -- applying the matrix twice multiplies both components by `r²`
    have hsq : μ ^ 2 = r ^ 2 := by
      by_contra hne
      have hd : μ ^ 2 - r ^ 2 ≠ 0 := sub_ne_zero.mpr hne
      have z0 : x 0 = 0 := (mul_eq_zero.mp (show (μ ^ 2 - r ^ 2) * x 0 = 0 by
        linear_combination (-μ) * e0 - r * e1)).resolve_left hd
      have z1 : x 1 = 0 := (mul_eq_zero.mp (show (μ ^ 2 - r ^ 2) * x 1 = 0 by
        linear_combination (-r) * e0 - μ * e1)).resolve_left hd
      apply hx
      ext i
      fin_cases i
      · exact z0
      · exact z1
    rw [sub_zero, ← Real.sqrt_sq_eq_abs, hsq, Real.sqrt_sq hr]

end

end RitzValueEnclosure
```

```lean
#print axioms RitzValueEnclosure.ritz_value_enclosure
#print axioms RitzValueEnclosure.frobenius_enclosure
#print axioms RitzValueEnclosure.spectral_gap_bound
#print axioms RitzValueEnclosure.enclosure_sharp
```

```
'RitzValueEnclosure.ritz_value_enclosure' depends on axioms: [propext, Classical.choice, Quot.sound]
'RitzValueEnclosure.frobenius_enclosure' depends on axioms: [propext, Classical.choice, Quot.sound]
'RitzValueEnclosure.spectral_gap_bound' depends on axioms: [propext, Classical.choice, Quot.sound]
'RitzValueEnclosure.enclosure_sharp' depends on axioms: [propext, Classical.choice, Quot.sound]
```

## Matrices, trial vectors and residuals

The matrix \(A\) is a Hamiltonian, or any other real symmetric operator, in a finite orthonormal basis labelled by `n`. The columns of \(Q\), labelled by `k`, are the trial vectors. The hypothesis `hA : Aᵀ = A` is the symmetry, and `hQ : Qᵀ * Q = 1` says that the trial vectors are orthonormal. The projected matrix and the block residual are
\[
M=Q^TAQ,\qquad R=AQ-QM,
\]
written `ritzMatrix A Q` and `residual A Q`. A Ritz value \(\theta\) is an eigenvalue of \(M\), and `IsEigenvalue` means that a nonzero real vector is scaled by the given number. Length is the Euclidean \(\|v\|=\sqrt{v\cdot v}\), defined as `len` because Mathlib's default norm on plain functions is the largest absolute component.

The main theorem, `ritz_value_enclosure`, assumes a number \(r\) with \(\|Ry\|\le r\|y\|\) for all \(y\). This \(r\) bounds how strongly \(A\) couples the trial space to its orthogonal complement. The conclusion is that for every Ritz value \(\theta\) there is an eigenvalue \(\mu\) of \(A\) with \(|\mu-\theta|\le r\). Two further theorems accompany it:

- `frobenius_enclosure` replaces the assumed \(r\) by the Frobenius norm \(\bigl(\sum_{ij}R_{ij}^2\bigr)^{1/2}\), which can be computed from the entries of \(R\) and is never below the smallest admissible \(r\); for a single trial vector the two are equal.
- `spectral_gap_bound` takes \(a\le b\) with no eigenvalue of \(A\) strictly between them and gives \((\theta-a)(b-\theta)\le r^2\).

In a subspace eigensolver for a finite real symmetric Hamiltonian matrix, the residual therefore certifies a Ritz value in exact arithmetic, without knowledge of the exact spectrum. The error certified is relative to that matrix and says nothing about the incompleteness of the basis behind it. Nor does the enclosure say which eigenvalue is near: two Ritz values may be assigned the same one, and a small residual does not identify the ground state. Complex Hermitian matrices and non-orthogonal trial vectors are not covered.

## The Ritz vector expanded in exact eigenvectors

Let \(My=\theta y\) with \(y\ne0\), and put \(u=Qy\). Then
\[
Ry=AQy-QMy=Au-\theta u,\qquad
\|u\|^2=y^TQ^TQy=\|y\|^2 .
\]
These are the lemmas `residual_mulVec` and `isometry`: the block residual applied to \(y\) is the ordinary eigenvalue residual of the Ritz vector, and \(Q\) preserves length.

Now choose orthonormal eigenvectors \(e_i\) of \(A\), with \(Ae_i=\lambda_ie_i\), and set \(c_i=e_i\cdot u\). Symmetry lets \(A\) act to the left:
\[
e_i\cdot(Au-\theta u)=(Ae_i)\cdot u-\theta c_i=(\lambda_i-\theta)c_i .
\]
Parseval's identity \(v\cdot w=\sum_i(e_i\cdot v)(e_i\cdot w)\) then gives three sums with the same weights:
\[
\|u\|^2=\sum_i c_i^2,\qquad
u\cdot Ry=\sum_i(\lambda_i-\theta)c_i^2,\qquad
\|Ry\|^2=\sum_i(\lambda_i-\theta)^2c_i^2 .
\]
For normalised \(y\), the \(c_i^2\) are the probabilities of finding the Ritz vector in the exact eigenstates, and \(\|Ry\|^2\) is the mean squared deviation of the energy from \(\theta\).

The theorem `spectral_sums` contains exactly this step, with `ev i` for \(\lambda_i\). Mathlib's spectral theorem supplies the eigenbasis, `hP` is Parseval's identity and `hc` is the action on each coefficient.

## The nearest eigenvalue

Let \(\mu\) be the \(\lambda_i\) nearest to \(\theta\). Replacing every squared distance by the smallest one can only lower the sum, so
\[
(\mu-\theta)^2\|y\|^2=\sum_j(\mu-\theta)^2c_j^2
\le\sum_j(\lambda_j-\theta)^2c_j^2=\|Ry\|^2 .
\]
Taking roots gives \(|\mu-\theta|\,\|y\|\le\|Ry\|\), which is `ritz_pair_bound`. For normalised \(y\), the error is at most the length of the residual. In the code, `Finite.exists_min` selects the nearest eigenvalue and `Finset.sum_le_sum` compares the sums term by term. An empty basis is excluded first, since it would force \(\|y\|=0\).

The uniform bound now gives \(|\mu-\theta|\,\|y\|\le r\|y\|\), and division by \(\|y\|>0\), supplied by `len_pos`, proves `ritz_value_enclosure`.

For the Frobenius version, Cauchy–Schwarz in each row yields
\[
\|Ry\|^2=\sum_i\Bigl(\sum_jR_{ij}y_j\Bigr)^2
\le\Bigl(\sum_{ij}R_{ij}^2\Bigr)\|y\|^2 .
\]
The row estimate is `hrow` and its sum is `hkey`. The square root of the bracket is therefore an admissible \(r\).

## A quadratic bound from a spectral gap

The argument so far has not used the middle sum. It vanishes, because the residual is orthogonal to the trial space:
\[
Q^TR=Q^TAQ-Q^TQM=M-M=0,
\qquad u\cdot Ry=y\cdot(Q^TRy)=0 .
\]
The first equation is `galerkin`. Physically, \(\theta\) is the mean energy of the normalised Ritz vector, so \(\|Ry\|^2\) is its energy variance.

If no eigenvalue lies strictly between \(a\) and \(b\), then \((\lambda_i-a)(\lambda_i-b)\ge0\) for every \(i\). Expanding about \(\theta\),
\[
(\lambda_i-a)(\lambda_i-b)=(\lambda_i-\theta)^2+(2\theta-a-b)(\lambda_i-\theta)+(\theta-a)(\theta-b).
\]
Multiplying by \(c_i^2\) and summing removes the linear term:
\[
0\le\|Ry\|^2-(\theta-a)(b-\theta)\|y\|^2 .
\]
With \(\|Ry\|^2\le r^2\|y\|^2\) and division by \(\|y\|^2\), this is `spectral_gap_bound`. The proof follows the same order: `hs` is the nonnegative sum, `hexp` its expansion, and `linarith` combines the inequalities.

For \(a<\theta<b\) the bound reads \(\theta-a\le r^2/(b-\theta)\). When \(a\) is an eigenvalue and \(\theta\) stays well below \(b\), the error \(\theta-a\) is thus at most of second order in the residual.

## Two sites attain the linear bound

For the hopping matrix and first-site trial vector,
\[
A=\begin{pmatrix}0&r\\ r&0\end{pmatrix},\quad
Q=\begin{pmatrix}1\\0\end{pmatrix},\quad
M=0,\quad
R=AQ=\begin{pmatrix}0\\ r\end{pmatrix}.
\]
Hence \(\|Ry\|=r\|y\|\) for every \(y\). An eigenvector with components \(x_0,x_1\) satisfies \(rx_1=\mu x_0\) and \(rx_0=\mu x_1\). Inserting one equation into the other gives \((\mu^2-r^2)x_0=0\) and \((\mu^2-r^2)x_1=0\). Since the components do not both vanish, \(\mu^2=r^2\) and \(|\mu|=r\).

The theorem `enclosure_sharp` records these facts for every \(r\ge0\), together with the symmetry of \(A\) and the normalisation of \(Q\). Its proof computes \(M\) and \(R\) entry by entry, and `linear_combination` carries out the elimination. No smaller multiple of \(r\) could therefore serve as a general bound in `ritz_value_enclosure`.
